# For real coupling vectors, equal spin-conserving and spin-flip gaps remove magnetic anisotropy at second order in spin–orbit coupling

## Where does the direction dependence go?

I describe the spin direction by a pair of spinors, up and down along a unit vector $n$, and I keep the orbital part of the spin–orbit coupling as a fixed real vector $w$ for each transition. Turning $n$ then changes only the spin matrix elements of $w\cdot\sigma$, where $\sigma$ is the vector of Pauli matrices. They certainly do change: for $w$ along $z$ and spins along $z$ there is no spin flip at all, while for spins along $x$ there is nothing but spin flip. Yet I am told that the energy term of second order in this coupling doesn't depend on $n$ if both spin channels have the same energy gap. Why does the direction dependence cancel, for every $w$ and not just along the axes?

## The two channels share a fixed total $|w|^2$

Turning the spins moves weight between the channels without changing the total. Let $\chi_+,\chi_-$ be normalised spinors with $(n\cdot\sigma)\chi_\eta=\eta\chi_\eta$, $\eta=\pm1$. Since $\sigma_i\sigma_j+\sigma_j\sigma_i=2\delta_{ij}$, real vectors $a,b$ satisfy

$$(a\cdot\sigma)(b\cdot\sigma)+(b\cdot\sigma)(a\cdot\sigma)=2\,a\cdot b .$$

**Spin conserved.** Put $a=n$, $b=w$ and take the expectation value in $\chi_\eta$. With $M=\langle\chi_\eta,(w\cdot\sigma)\chi_\eta\rangle$, each product on the left gives $\eta M$, because $n\cdot\sigma$ is Hermitian and can act on either side. So $2\eta M=2\,n\cdot w$, hence $M=\eta\,n\cdot w$ and $|M|^2=(n\cdot w)^2$.

**Spin flipped.** The two spinors are orthogonal, since

$$\eta\langle\chi_\eta,\chi_{-\eta}\rangle=\langle (n\cdot\sigma)\chi_\eta,\chi_{-\eta}\rangle=\langle\chi_\eta,(n\cdot\sigma)\chi_{-\eta}\rangle=-\eta\langle\chi_\eta,\chi_{-\eta}\rangle .$$

They therefore form an orthonormal basis, and the squared overlaps of $(w\cdot\sigma)\chi_\eta$ with them add up to its squared norm. That norm is $\langle\chi_\eta,(w\cdot\sigma)^2\chi_\eta\rangle=|w|^2$, by the anticommutator with $a=b=w$. Subtracting the conserving part leaves

$$|\langle\chi_{-\eta},(w\cdot\sigma)\chi_\eta\rangle|^2=|w|^2-(n\cdot w)^2 .$$

**Energy.** Let transition $i$ have coupling vector $w_i$, conserving gap $\Delta^c_i$ and flip gap $\Delta^f_i$, each gap being the energy of the excited state minus that of the initial one. Second-order perturbation theory divides each squared element by its gap and sums with a minus sign:

$$E(n)=-\sum_i\left[\frac{(n\cdot w_i)^2}{\Delta^c_i}+\frac{|w_i|^2-(n\cdot w_i)^2}{\Delta^f_i}\right]
=-\sum_i\left[\frac{|w_i|^2}{\Delta^f_i}+(n\cdot w_i)^2\left(\frac1{\Delta^c_i}-\frac1{\Delta^f_i}\right)\right].$$

If $\Delta^c_i=\Delta^f_i$ for every $i$, the second term vanishes and $n$ is gone. For a single transition with $0<\Delta^c<\Delta^f$, the bracket of inverse gaps is positive, so the direction with the larger $(n\cdot w)^2$ has the lower energy.

**With numbers.** Take $w=(3,0,4)$, so $|w|^2=25$. Spins along $z$ give squared elements 16 (conserving) and 9 (flip); spins along $x$ give 9 and 16. With both gaps equal to 5, the energy is $-25/5=-5$ in both cases. With $\Delta^c=2$ and $\Delta^f=4$ it is $-(8+2.25)=-10.25$ along $z$ and $-(4.5+4)=-8.5$ along $x$, so $z$ is preferred of the two.

## What the Lean statements say

`spinAlong w` is the matrix $w\cdot\sigma$ in the $\sigma_z$ basis, with components 0, 1, 2 standing for $x,y,z$. A spin label is a `Bool`, `true` for up, and `spinSign` is the $\eta$ above. `IsSpinFrame n χ` asks for normalisation and the two eigenvalue equations only. Orthogonality is derived; $|n|=1$ needs no separate hypothesis, as applying $n\cdot\sigma$ twice to $\chi_\eta$ shows. `spinElement w φ ψ` is $\langle\varphi,(w\cdot\sigma)\psi\rangle$, conjugate-linear in its first spinor.

`secondOrderEnergy` sums over a finite type `ι` of transitions, each with its own initial spin `s i`, vector `w i` and gaps `Δc i`, `Δf i`. In `no_anisotropy_of_equal_gaps` the same function `Δ` fills both gap slots, and the energies for any two frames are equal. The gaps may differ from one transition to another. Lean sets division by zero to zero, so the formula has its physical meaning only for nonzero gaps.

The vector `w i` stands for the orbital matrix element of the angular momentum, with the coupling strength and the factor $1/2$ of the spin operator $\sigma/2$ absorbed. For real orbitals that element is the imaginary unit times a real vector, and the phase drops out of the squares. Complex Bloch orbitals can give vectors that are not of this kind, and the model leaves them out. It also keeps orbitals and gaps fixed while the spins turn, and both spin channels are open in every transition. Within this model, the energy can depend on $n$ only if the two gaps differ in at least one transition. Such a difference need not be enough: three transitions with the same pair of gaps and unit vectors $w_i$ along $x$, $y$ and $z$ add up to an isotropic energy.

```lean
import Mathlib

open Matrix

namespace SecondOrderAnisotropy

noncomputable section

/-- The spin operator `w·σ` for a real vector `w`, in the basis of `σ_z` eigenstates. -/
def spinAlong (w : Fin 3 → ℝ) : Matrix (Fin 2) (Fin 2) ℂ :=
  !![(w 2 : ℂ), (w 0 : ℂ) - (w 1 : ℂ) * Complex.I;
     (w 0 : ℂ) + (w 1 : ℂ) * Complex.I, -(w 2 : ℂ)]

/-- The sign of a spin label: `+1` for `true` (up), `-1` for `false` (down). -/
def spinSign (b : Bool) : ℂ := if b then 1 else -1

/-- A spin frame along `n`: two normalised spinors, up and down, that are eigenvectors of
`n·σ` with eigenvalues `+1` and `-1`. -/
structure IsSpinFrame (n : Fin 3 → ℝ) (χ : Bool → Fin 2 → ℂ) : Prop where
  norm : ∀ b, star (χ b) ⬝ᵥ χ b = 1
  eigen : ∀ b, spinAlong n *ᵥ χ b = spinSign b • χ b

/-- The matrix element `⟨φ, (w·σ) ψ⟩` between two spinors. -/
def spinElement (w : Fin 3 → ℝ) (φ ψ : Fin 2 → ℂ) : ℂ :=
  star φ ⬝ᵥ (spinAlong w *ᵥ ψ)

/-- The second-order energy of finitely many orbital transitions. Transition `i` starts from spin
`s i`, has the real coupling vector `w i`, and has the energy gap `Δc i` when the spin is conserved
and `Δf i` when it is flipped. The definition accepts any real gaps, but it has its physical meaning
only when they are nonzero. -/
def secondOrderEnergy {ι : Type*} [Fintype ι] (χ : Bool → Fin 2 → ℂ) (s : ι → Bool)
    (w : ι → Fin 3 → ℝ) (Δc Δf : ι → ℝ) : ℝ :=
  -∑ i, (‖spinElement (w i) (χ (s i)) (χ (s i))‖ ^ 2 / Δc i
    + ‖spinElement (w i) (χ (!(s i))) (χ (s i))‖ ^ 2 / Δf i)

/-- The anticommutator of `a·σ` and `b·σ` acts on every spinor as the number `2 a·b`. -/
theorem spin_anticommutator (a b : Fin 3 → ℝ) (x : Fin 2 → ℂ) :
    spinAlong a *ᵥ (spinAlong b *ᵥ x) + spinAlong b *ᵥ (spinAlong a *ᵥ x)
      = (2 * ((a ⬝ᵥ b : ℝ) : ℂ)) • x := by
  funext i
  fin_cases i
  · simp [spinAlong, dotProduct, Fin.sum_univ_two, Fin.sum_univ_three]
    linear_combination (-2 * (a 1 : ℂ) * (b 1 : ℂ) * x 0) * Complex.I_sq
  · simp [spinAlong, dotProduct, Fin.sum_univ_two, Fin.sum_univ_three]
    linear_combination (-2 * (a 1 : ℂ) * (b 1 : ℂ) * x 1) * Complex.I_sq

/-- The operator `w·σ` is Hermitian: it may be moved from one side of the inner product to
the other. -/
theorem spin_symmetric (w : Fin 3 → ℝ) (x y : Fin 2 → ℂ) :
    star x ⬝ᵥ (spinAlong w *ᵥ y) = star (spinAlong w *ᵥ x) ⬝ᵥ y := by
  have h : (spinAlong w)ᴴ = spinAlong w := by
    ext i j
    fin_cases i <;> fin_cases j <;>
      simp [spinAlong, Matrix.conjTranspose_apply, sub_eq_add_neg]
  rw [Matrix.star_mulVec, h, Matrix.dotProduct_mulVec]

/-- Completeness of two orthonormal spinors: the squared overlaps of `v` with them add up to
the squared norm of `v`. -/
theorem spinor_completeness (p m v : Fin 2 → ℂ) (hp : star p ⬝ᵥ p = 1)
    (hm : star m ⬝ᵥ m = 1) (h : star p ⬝ᵥ m = 0) :
    ((‖star p ⬝ᵥ v‖ ^ 2 + ‖star m ⬝ᵥ v‖ ^ 2 : ℝ) : ℂ) = star v ⬝ᵥ v := by
  have key : ∀ z : ℂ, ((‖z‖ ^ 2 : ℝ) : ℂ) = star z * z := by
    intro z
    rw [← Complex.normSq_eq_norm_sq, Complex.normSq_eq_conj_mul_self]
    rfl
  simp only [dotProduct, Fin.sum_univ_two, Pi.star_apply] at hp hm h
  have h' : star (m 0) * p 0 + star (m 1) * p 1 = 0 := by
    have h2 := congrArg star h
    simp only [star_add, star_mul, star_star, star_zero] at h2
    linear_combination h2
  -- the matrix with columns `p`, `m` is unitary, so its rows are orthonormal too
  have hA : !![star (p 0), star (p 1); star (m 0), star (m 1)] * !![p 0, m 0; p 1, m 1]
      = (1 : Matrix (Fin 2) (Fin 2) ℂ) := by
    rw [Matrix.mul_fin_two, hp, h, h', hm, Matrix.one_fin_two]
  have hB := mul_eq_one_comm.mp hA
  rw [Matrix.mul_fin_two, Matrix.one_fin_two] at hB
  have e00 := congrFun (congrFun hB 0) 0
  have e01 := congrFun (congrFun hB 0) 1
  have e10 := congrFun (congrFun hB 1) 0
  have e11 := congrFun (congrFun hB 1) 1
  change p 0 * star (p 0) + m 0 * star (m 0) = 1 at e00
  change p 0 * star (p 1) + m 0 * star (m 1) = 0 at e01
  change p 1 * star (p 0) + m 1 * star (m 0) = 0 at e10
  change p 1 * star (p 1) + m 1 * star (m 1) = 1 at e11
  rw [Complex.ofReal_add, key, key]
  simp only [dotProduct, Fin.sum_univ_two, Pi.star_apply, star_add, star_mul, star_star]
  linear_combination star (v 0) * v 0 * e00 + star (v 0) * v 1 * e01
    + star (v 1) * v 0 * e10 + star (v 1) * v 1 * e11

/-- Spin-conserving coupling: for either spin state along `n`, the squared diagonal element of
`w·σ` is `(n·w)²`. -/
theorem conserving_element {n : Fin 3 → ℝ} {χ : Bool → Fin 2 → ℂ} (hχ : IsSpinFrame n χ)
    (w : Fin 3 → ℝ) (b : Bool) :
    ‖spinElement w (χ b) (χ b)‖ ^ 2 = (n ⬝ᵥ w) ^ 2 := by
  have hs : star (spinSign b) = spinSign b := by cases b <;> simp [spinSign]
  have hq : spinSign b * spinSign b = 1 := by cases b <;> simp [spinSign]
  have hn : ‖spinSign b‖ = 1 := by cases b <;> simp [spinSign]
  -- take the expectation value of the anticommutator of `n·σ` and `w·σ`
  have h1 : star (χ b) ⬝ᵥ (spinAlong n *ᵥ (spinAlong w *ᵥ χ b))
      = spinSign b * spinElement w (χ b) (χ b) := by
    rw [spin_symmetric n, hχ.eigen, star_smul, smul_dotProduct, hs, smul_eq_mul, spinElement]
  have h2 : star (χ b) ⬝ᵥ (spinAlong w *ᵥ (spinAlong n *ᵥ χ b))
      = spinSign b * spinElement w (χ b) (χ b) := by
    rw [hχ.eigen, Matrix.mulVec_smul, dotProduct_smul, smul_eq_mul, spinElement]
  have h3 := congrArg (fun v => star (χ b) ⬝ᵥ v) (spin_anticommutator n w (χ b))
  simp only [dotProduct_add, dotProduct_smul, hχ.norm, smul_eq_mul] at h3
  rw [h1, h2] at h3
  have h4 : spinElement w (χ b) (χ b) = spinSign b * ((n ⬝ᵥ w : ℝ) : ℂ) := by
    linear_combination (spinSign b / 2) * h3 - spinElement w (χ b) (χ b) * hq
  rw [h4, norm_mul, hn, one_mul, Complex.norm_real, Real.norm_eq_abs, sq_abs]

/-- Spin-flip coupling: the squared element of `w·σ` between opposite spin states along `n`
is `|w|² - (n·w)²`. -/
theorem flip_element {n : Fin 3 → ℝ} {χ : Bool → Fin 2 → ℂ} (hχ : IsSpinFrame n χ)
    (w : Fin 3 → ℝ) (b : Bool) :
    ‖spinElement w (χ (!b)) (χ b)‖ ^ 2 = w ⬝ᵥ w - (n ⬝ᵥ w) ^ 2 := by
  have hs : star (spinSign b) = spinSign b := by cases b <;> simp [spinSign]
  have hq : spinSign b * spinSign b = 1 := by cases b <;> simp [spinSign]
  have hf : spinSign (!b) = -spinSign b := by cases b <;> simp [spinSign]
  -- different eigenvalues make the two spin states orthogonal
  have ho : star (χ b) ⬝ᵥ χ (!b) = 0 := by
    have h := spin_symmetric n (χ b) (χ (!b))
    rw [hχ.eigen b, hχ.eigen (!b), dotProduct_smul, star_smul, smul_dotProduct, hs, hf,
      smul_eq_mul, smul_eq_mul] at h
    linear_combination (-spinSign b / 2) * h - (star (χ b) ⬝ᵥ χ (!b)) * hq
  -- the squared norm of `(w·σ) χ` is `|w|²`
  have hv : star (spinAlong w *ᵥ χ b) ⬝ᵥ (spinAlong w *ᵥ χ b) = ((w ⬝ᵥ w : ℝ) : ℂ) := by
    rw [← spin_symmetric]
    have h := congrArg (fun v => star (χ b) ⬝ᵥ v) (spin_anticommutator w w (χ b))
    simp only [dotProduct_add, dotProduct_smul, hχ.norm, smul_eq_mul] at h
    linear_combination h / 2
  have hsum := Complex.ofReal_injective
    ((spinor_completeness _ _ (spinAlong w *ᵥ χ b) (hχ.norm b) (hχ.norm (!b)) ho).trans hv)
  have hc := conserving_element hχ w b
  unfold spinElement at hc ⊢
  linarith

/-- The second-order energy for spins along `n` is minus the sum, over all transitions, of
`|w|² / Δf + (n·w)² (1/Δc - 1/Δf)`. -/
theorem energy_formula {ι : Type*} [Fintype ι] {n : Fin 3 → ℝ} {χ : Bool → Fin 2 → ℂ}
    (hχ : IsSpinFrame n χ) (s : ι → Bool) (w : ι → Fin 3 → ℝ) (Δc Δf : ι → ℝ) :
    secondOrderEnergy χ s w Δc Δf
      = -∑ i, (w i ⬝ᵥ w i / Δf i + (n ⬝ᵥ w i) ^ 2 * (1 / Δc i - 1 / Δf i)) := by
  unfold secondOrderEnergy
  congr 1
  apply Finset.sum_congr rfl
  intro i _
  rw [conserving_element hχ, flip_element hχ]
  ring

/-- No anisotropy: if in every transition the spin-conserving and spin-flip gaps are equal, the
second-order energy is the same for any two spin directions `n` and `n'`. -/
theorem no_anisotropy_of_equal_gaps {ι : Type*} [Fintype ι] {n n' : Fin 3 → ℝ}
    {χ χ' : Bool → Fin 2 → ℂ} (hχ : IsSpinFrame n χ) (hχ' : IsSpinFrame n' χ')
    (s : ι → Bool) (w : ι → Fin 3 → ℝ) (Δ : ι → ℝ) :
    secondOrderEnergy χ s w Δ Δ = secondOrderEnergy χ' s w Δ Δ := by
  rw [energy_formula hχ, energy_formula hχ']
  simp only [sub_self, mul_zero]

/-- Easy axis: for a single transition whose spin-conserving gap is positive and smaller than
its spin-flip gap, the direction with the larger `(n·w)²` has the lower energy. -/
theorem easy_axis_of_smaller_conserving_gap {n n' : Fin 3 → ℝ} {χ χ' : Bool → Fin 2 → ℂ}
    (hχ : IsSpinFrame n χ) (hχ' : IsSpinFrame n' χ') (s : Bool) (w : Fin 3 → ℝ)
    {Δc Δf : ℝ} (hc : 0 < Δc) (hcf : Δc < Δf) (hn : (n ⬝ᵥ w) ^ 2 < (n' ⬝ᵥ w) ^ 2) :
    secondOrderEnergy χ' (fun _ : Unit => s) (fun _ => w) (fun _ => Δc) (fun _ => Δf)
      < secondOrderEnergy χ (fun _ : Unit => s) (fun _ => w) (fun _ => Δc) (fun _ => Δf) := by
  rw [energy_formula hχ, energy_formula hχ']
  simp only [Finset.univ_unique, Finset.sum_singleton]
  have h : 1 / Δf < 1 / Δc := one_div_lt_one_div_of_lt hc hcf
  nlinarith [mul_pos (sub_pos.2 h) (sub_pos.2 hn)]

/-- Explicit spin frames in the `xz` plane: for real `c`, `s` with `c² + s² = 1`, the spinors
`(c, s)` and `(-s, c)` form a spin frame along `(2sc, 0, c² - s²)`. -/
theorem isSpinFrame_witness (c s : ℝ) (h : c ^ 2 + s ^ 2 = 1) :
    IsSpinFrame ![2 * s * c, 0, c ^ 2 - s ^ 2]
      (fun b => if b then ![(c : ℂ), (s : ℂ)] else ![-(s : ℂ), (c : ℂ)]) := by
  have hc : (c : ℂ) ^ 2 + (s : ℂ) ^ 2 = 1 := by exact_mod_cast h
  refine ⟨fun b => ?_, fun b => ?_⟩
  · cases b <;> simp [dotProduct, Fin.sum_univ_two] <;> linear_combination hc
  · cases b
    · funext i
      fin_cases i
      · simp [spinAlong, spinSign, Matrix.mulVec, dotProduct, Fin.sum_univ_two]
        linear_combination (s : ℂ) * hc
      · simp [spinAlong, spinSign, Matrix.mulVec, dotProduct, Fin.sum_univ_two]
        linear_combination (-(c : ℂ)) * hc
    · funext i
      fin_cases i
      · simp [spinAlong, spinSign, Matrix.mulVec, dotProduct, Fin.sum_univ_two]
        linear_combination (c : ℂ) * hc
      · simp [spinAlong, spinSign, Matrix.mulVec, dotProduct, Fin.sum_univ_two]
        linear_combination (s : ℂ) * hc

end

end SecondOrderAnisotropy
```

```lean
#print axioms SecondOrderAnisotropy.no_anisotropy_of_equal_gaps
-- 'SecondOrderAnisotropy.no_anisotropy_of_equal_gaps' depends on axioms: [propext, Classical.choice, Quot.sound]
#print axioms SecondOrderAnisotropy.easy_axis_of_smaller_conserving_gap
-- 'SecondOrderAnisotropy.easy_axis_of_smaller_conserving_gap' depends on axioms: [propext, Classical.choice, Quot.sound]
```

## From the spin algebra to the energy

`spin_anticommutator` checks the algebra component by component, using that the imaginary unit squares to $-1$. `spin_symmetric` is the Hermiticity that lets $n\cdot\sigma$ change sides.

`spinor_completeness` puts the two spinors into the columns of a matrix $U$. Orthonormality says $U^\dagger U=1$, and `mul_eq_one_comm` turns this into $UU^\dagger=1$. Its four entries, `e00` to `e11`, are then combined with the components of `v` to give the sum of squared overlaps.

In `conserving_element`, `h1` and `h2` evaluate the two products as $\eta M$, `h3` is the expectation value of the anticommutator, and `h4` solves for $M=\eta\,n\cdot w$. In `flip_element`, `ho` is orthogonality and `hv` is the squared norm $|w|^2$; completeness gives `hsum`, and `linarith` subtracts the conserving part.

`energy_formula` inserts both squares term by term. The isotropy theorem rewrites both energies with it, and `sub_self` removes the difference of inverse gaps. `easy_axis_of_smaller_conserving_gap` uses the product of two positive differences, one of inverse gaps and one of squared projections. Finally, `isSpinFrame_witness` supplies explicit frames: $c=\cos(\theta/2)$ and $s=\sin(\theta/2)$ give the direction $(\sin\theta,0,\cos\theta)$, which includes both directions of the numerical example.
